# Temple's bound: bracketing a finite-dimensional ground energy by mean, variance and a lower bound on the excited levels

## States, levels and weights

Let $V$ be a complex inner-product space of finite dimension $n$, with the inner product linear in its second argument, and let $H$ be a Hermitian operator on $V$. Its orthonormal eigenstates are $\phi_i$ and its levels $e_i$, counted with multiplicity. For a unit vector $\psi$, define

$$E=\mathrm{Re}\langle\psi,H\psi\rangle,\qquad s^2=\|H\psi-E\psi\|^2,\qquad w_i=|\langle\phi_i,\psi\rangle|^2 .$$

These are the mean energy, the energy variance and the weight of eigenstate $i$.

Choose a label $g$ and a real number $\mu$ such that $e_i\ge\mu$ for every $i\ne g$. If $E<\mu$, then

$$E-\frac{s^2}{\mu-E}\;\le\; e_g\;\le\; E .$$

The number $\mu$ stands for prior knowledge of the excitation spectrum: for $n\ge2$ it is the second-lowest level or a lower bound on it. For $n=1$ there are no other levels, and any $\mu>E$ will do. For a Hamiltonian represented in a finite basis, the bound adds a lower error bar to a variational energy. It concerns the lowest level of that finite model, not the basis-set limit.

## Derivation in the eigenbasis

Since $H$ is Hermitian, $\langle\phi_i,H\psi\rangle=e_i\langle\phi_i,\psi\rangle$. Expanding in the eigenbasis gives

$$\sum_i w_i=1,\qquad E=\sum_i e_iw_i,\qquad s^2=\sum_i(e_i-E)^2w_i .$$

If $e_g\ge\mu$ held, all levels would be at least $\mu$, and so would their average $E$, against the assumption. Hence $e_g<\mu$, so $g$ labels a nondegenerate ground level, and averaging $e_i\ge e_g$ gives $E\ge e_g$.

For any real $a$ and $c$,

$$(e_i-a)(e_i-c)=(e_i-E)^2+(2E-a-c)(e_i-E)+(E-a)(E-c).$$

The middle term averages to zero. With $a=e_g$ and $c=\mu$,

$$\sum_i(e_i-e_g)(e_i-\mu)w_i=s^2-(E-e_g)(\mu-E).$$

The term $i=g$ vanishes, and in every other term both factors are nonnegative. Therefore $(E-e_g)(\mu-E)\le s^2$, and division by $\mu-E>0$ gives the lower bound.

## Exactness and ground-state weight

The lower bound equals $e_g$ exactly when the last sum is zero. As its terms are nonnegative, each must vanish: $w_i=0$ whenever $e_i$ differs from both $e_g$ and $\mu$.

For $i\ne g$ we also have $e_i-E\ge\mu-E>0$, so

$$s^2\ge\sum_{i\ne g}(e_i-E)^2w_i\ge(\mu-E)^2(1-w_g),$$

and hence $w_g\ge 1-s^2/(\mu-E)^2$.

## Reading the Lean statement

`H : V →ₗ[ℂ] V` with `hH : H.IsSymmetric` is the Hermitian operator, `hn` fixes the dimension, and `hψ` normalises the state. `hH.eigenvalues hn i` is $e_i$, with `i : Fin n` counted from zero. The hypothesis `hμ` places all other levels at or above `μ`, and `hE` says $E<\mu$. Both are assumed; finding a valid $\mu$ is a separate task. Unbounded operators and continuous spectra are not covered.

Another model would sort the levels and set $\mu$ equal to the second-lowest one. That would require $n\ge2$ and exact knowledge of that level. The version here accepts any lower bound on the other levels that exceeds $E$, and does not depend on how the levels are ordered.

```lean
import Mathlib

open Finset

namespace TempleLowerBound

noncomputable section

variable {V : Type*} [NormedAddCommGroup V] [InnerProductSpace ℂ V]

/-- The real part of `⟨ψ, Hψ⟩`: for Hermitian `H`, the mean energy of a normalised state `ψ`. -/
def meanEnergy (H : V →ₗ[ℂ] V) (ψ : V) : ℝ := (inner ℂ ψ (H ψ)).re

/-- The energy variance `‖(H - E)ψ‖²` of a normalised state `ψ` with mean energy `E`. -/
def energyVariance (H : V →ₗ[ℂ] V) (ψ : V) : ℝ :=
  ‖H ψ - (meanEnergy H ψ : ℂ) • ψ‖ ^ 2

variable [FiniteDimensional ℂ V] {n : ℕ} {H : V →ₗ[ℂ] V}

/-- The weight of the `i`-th energy eigenstate in `ψ`: the squared modulus of their overlap. -/
def weight (hH : H.IsSymmetric) (hn : Module.finrank ℂ V = n) (ψ : V) (i : Fin n) : ℝ :=
  ‖inner ℂ (hH.eigenvectorBasis hn i) ψ‖ ^ 2

/-- The weights of the energy eigenstates in `ψ` add up to the squared norm of `ψ`. -/
theorem sum_weight (hH : H.IsSymmetric) (hn : Module.finrank ℂ V = n) (ψ : V) :
    ∑ i, weight hH hn ψ i = ‖ψ‖ ^ 2 := by
  rw [← (hH.eigenvectorBasis hn).repr.norm_map ψ, EuclideanSpace.norm_sq_eq]
  simp only [weight, OrthonormalBasis.repr_apply_apply]

/-- The overlap of an eigenstate with `Hψ` is its energy times its overlap with `ψ`. -/
theorem inner_eigenstate (hH : H.IsSymmetric) (hn : Module.finrank ℂ V = n) (ψ : V)
    (i : Fin n) :
    inner ℂ (hH.eigenvectorBasis hn i) (H ψ)
      = (hH.eigenvalues hn i : ℂ) * inner ℂ (hH.eigenvectorBasis hn i) ψ := by
  have h1 : H (hH.eigenvectorBasis hn i)
      = (hH.eigenvalues hn i : ℂ) • hH.eigenvectorBasis hn i :=
    hH.apply_eigenvectorBasis hn i
  have h2 : inner ℂ (H (hH.eigenvectorBasis hn i)) ψ
      = inner ℂ (hH.eigenvectorBasis hn i) (H ψ) := hH _ _
  rw [← h2, h1, inner_smul_left, Complex.conj_ofReal]

/-- The mean energy is the weighted average of the energy levels. -/
theorem meanEnergy_eq_sum (hH : H.IsSymmetric) (hn : Module.finrank ℂ V = n) (ψ : V) :
    meanEnergy H ψ = ∑ i, hH.eigenvalues hn i * weight hH hn ψ i := by
  rw [meanEnergy, ← (hH.eigenvectorBasis hn).sum_inner_mul_inner ψ (H ψ), Complex.re_sum]
  refine sum_congr rfl fun i _ => ?_
  rw [inner_eigenstate, ← inner_conj_symm ψ (hH.eigenvectorBasis hn i), weight,
    Complex.sq_norm, Complex.normSq_apply]
  simp only [Complex.mul_re, Complex.mul_im, Complex.conj_re, Complex.conj_im,
    Complex.ofReal_re, Complex.ofReal_im]
  ring

/-- The energy variance is the weighted mean square deviation of the levels from the mean. -/
theorem energyVariance_eq_sum (hH : H.IsSymmetric) (hn : Module.finrank ℂ V = n) (ψ : V) :
    energyVariance H ψ
      = ∑ i, (hH.eigenvalues hn i - meanEnergy H ψ) ^ 2 * weight hH hn ψ i := by
  rw [energyVariance, ← sum_weight hH hn]
  refine sum_congr rfl fun i _ => ?_
  rw [weight, weight, inner_sub_right, inner_smul_right, inner_eigenstate, ← sub_mul,
    norm_mul, mul_pow, ← Complex.ofReal_sub, Complex.norm_real, Real.norm_eq_abs, sq_abs]

/-- Variational principle: a lower bound on all energy levels is a lower bound on the mean
energy of every normalised state. -/
theorem le_meanEnergy (hH : H.IsSymmetric) (hn : Module.finrank ℂ V = n) {ψ : V}
    (hψ : ‖ψ‖ = 1) {a : ℝ} (ha : ∀ i, a ≤ hH.eigenvalues hn i) : a ≤ meanEnergy H ψ := by
  have h0 : ∑ i, weight hH hn ψ i = 1 := by rw [sum_weight, hψ, one_pow]
  calc a = ∑ i, a * weight hH hn ψ i := by rw [← mul_sum, h0, mul_one]
    _ ≤ ∑ i, hH.eigenvalues hn i * weight hH hn ψ i :=
        sum_le_sum fun i _ => mul_le_mul_of_nonneg_right (ha i) (sq_nonneg _)
    _ = meanEnergy H ψ := (meanEnergy_eq_sum hH hn ψ).symm

/-- The mean of `(H - a)(H - c)` in a normalised state, written with the mean energy and the
energy variance. -/
theorem sum_quadratic (hH : H.IsSymmetric) (hn : Module.finrank ℂ V = n) {ψ : V}
    (hψ : ‖ψ‖ = 1) (a c : ℝ) :
    ∑ i, (hH.eigenvalues hn i - a) * (hH.eigenvalues hn i - c) * weight hH hn ψ i
      = energyVariance H ψ + (meanEnergy H ψ - a) * (meanEnergy H ψ - c) := by
  have h0 : ∑ i, weight hH hn ψ i = 1 := by rw [sum_weight, hψ, one_pow]
  have h1 := meanEnergy_eq_sum hH hn ψ
  have h2 := energyVariance_eq_sum hH hn ψ
  generalize meanEnergy H ψ = E at *
  calc _ = ∑ i, ((hH.eigenvalues hn i - E) ^ 2 * weight hH hn ψ i
            + (2 * E - a - c) * (hH.eigenvalues hn i * weight hH hn ψ i)
            + ((E - a) * (E - c) - (2 * E - a - c) * E) * weight hH hn ψ i) :=
        sum_congr rfl fun i _ => by ring
    _ = _ := by
        rw [sum_add_distrib, sum_add_distrib, ← mul_sum, ← mul_sum, ← h2, ← h1, h0]
        ring

/-- If all levels except `g` lie at or above `μ` and some normalised state has mean energy
below `μ`, then level `g` lies below `μ`. -/
theorem ground_lt (hH : H.IsSymmetric) (hn : Module.finrank ℂ V = n) {ψ : V}
    (hψ : ‖ψ‖ = 1) {g : Fin n} {μ : ℝ} (hμ : ∀ i, i ≠ g → μ ≤ hH.eigenvalues hn i)
    (hE : meanEnergy H ψ < μ) : hH.eigenvalues hn g < μ := by
  by_contra hg
  refine absurd (le_meanEnergy hH hn hψ (a := μ) fun i => ?_) (not_le_of_gt hE)
  by_cases hi : i = g
  · rw [hi]; exact not_lt.mp hg
  · exact hμ i hi

/-- Temple's bound: if all levels except `g` lie at or above `μ`, a normalised state with mean
energy `E < μ` and variance `s²` brackets level `g` between `E - s²/(μ - E)` and `E`. -/
theorem temple_bound (hH : H.IsSymmetric) (hn : Module.finrank ℂ V = n) {ψ : V}
    (hψ : ‖ψ‖ = 1) {g : Fin n} {μ : ℝ} (hμ : ∀ i, i ≠ g → μ ≤ hH.eigenvalues hn i)
    (hE : meanEnergy H ψ < μ) :
    meanEnergy H ψ - energyVariance H ψ / (μ - meanEnergy H ψ) ≤ hH.eigenvalues hn g ∧
      hH.eigenvalues hn g ≤ meanEnergy H ψ := by
  have hg := ground_lt hH hn hψ hμ hE
  constructor
  · -- no level lies strictly between `e_g` and `μ`, so the quadratic is nonnegative
    have hs : 0 ≤ ∑ i, (hH.eigenvalues hn i - hH.eigenvalues hn g)
        * (hH.eigenvalues hn i - μ) * weight hH hn ψ i := by
      refine sum_nonneg fun i _ => mul_nonneg ?_ (sq_nonneg _)
      by_cases hi : i = g
      · simp [hi]
      · have := hμ i hi
        exact mul_nonneg (by linarith) (by linarith)
    rw [sum_quadratic hH hn hψ] at hs
    rw [sub_le_comm, le_div_iff₀ (sub_pos.mpr hE)]
    linarith
  · refine le_meanEnergy hH hn hψ fun i => ?_
    by_cases hi : i = g
    · rw [hi]
    · exact hg.le.trans (hμ i hi)

/-- Temple's lower bound is exact if and only if the state has no weight on levels whose
energy differs from both `e_g` and `μ`. -/
theorem temple_eq_iff (hH : H.IsSymmetric) (hn : Module.finrank ℂ V = n) {ψ : V}
    (hψ : ‖ψ‖ = 1) {g : Fin n} {μ : ℝ} (hμ : ∀ i, i ≠ g → μ ≤ hH.eigenvalues hn i)
    (hE : meanEnergy H ψ < μ) :
    meanEnergy H ψ - energyVariance H ψ / (μ - meanEnergy H ψ) = hH.eigenvalues hn g ↔
      ∀ i, hH.eigenvalues hn i ≠ hH.eigenvalues hn g → hH.eigenvalues hn i ≠ μ →
        weight hH hn ψ i = 0 := by
  have hg := ground_lt hH hn hψ hμ hE
  have hne : μ - meanEnergy H ψ ≠ 0 := (sub_pos.mpr hE).ne'
  have hd := div_mul_cancel₀ (energyVariance H ψ) hne
  have hq := sum_quadratic hH hn hψ (hH.eigenvalues hn g) μ
  have hnn : ∀ i ∈ (univ : Finset (Fin n)), 0 ≤ (hH.eigenvalues hn i - hH.eigenvalues hn g)
      * (hH.eigenvalues hn i - μ) * weight hH hn ψ i := by
    intro i _
    refine mul_nonneg ?_ (sq_nonneg _)
    by_cases hi : i = g
    · simp [hi]
    · have := hμ i hi
      exact mul_nonneg (by linarith) (by linarith)
  generalize energyVariance H ψ / (μ - meanEnergy H ψ) = q at *
  constructor
  · -- equality makes a sum of nonnegative terms vanish
    intro h i h1 h2
    have hz : ∑ i, (hH.eigenvalues hn i - hH.eigenvalues hn g)
        * (hH.eigenvalues hn i - μ) * weight hH hn ψ i = 0 := by
      rw [hq]
      linear_combination -hd - (μ - meanEnergy H ψ) * h
    have hi := (sum_eq_zero_iff_of_nonneg hnn).mp hz i (mem_univ i)
    exact (mul_eq_zero.mp hi).resolve_left
      (mul_ne_zero (sub_ne_zero.mpr h1) (sub_ne_zero.mpr h2))
  · intro h
    rw [sum_eq_zero fun i _ => ?_] at hq
    · apply mul_left_cancel₀ hne
      linear_combination -hd + hq
    · by_cases h1 : hH.eigenvalues hn i = hH.eigenvalues hn g
      · simp [h1]
      · by_cases h2 : hH.eigenvalues hn i = μ
        · simp [h2]
        · simp [h i h1 h2]

/-- Under the hypotheses of Temple's bound, the weight of eigenstate `g` in the state is at
least `1 - s²/(μ - E)²`. -/
theorem ground_weight_ge (hH : H.IsSymmetric) (hn : Module.finrank ℂ V = n) {ψ : V}
    (hψ : ‖ψ‖ = 1) {g : Fin n} {μ : ℝ} (hμ : ∀ i, i ≠ g → μ ≤ hH.eigenvalues hn i)
    (hE : meanEnergy H ψ < μ) :
    1 - energyVariance H ψ / (μ - meanEnergy H ψ) ^ 2 ≤ weight hH hn ψ g := by
  have hpos : 0 < μ - meanEnergy H ψ := sub_pos.mpr hE
  have h0 : ∑ i, weight hH hn ψ i = 1 := by rw [sum_weight, hψ, one_pow]
  have hsplit := add_sum_erase univ (weight hH hn ψ) (mem_univ g)
  -- the excited levels alone already contribute this much variance
  have hv : (μ - meanEnergy H ψ) ^ 2 * ∑ i ∈ univ.erase g, weight hH hn ψ i
      ≤ energyVariance H ψ := by
    rw [energyVariance_eq_sum hH hn, mul_sum]
    refine (sum_le_sum fun i hi => ?_).trans
      (sum_le_sum_of_subset_of_nonneg (erase_subset g univ)
        fun i _ _ => mul_nonneg (sq_nonneg _) (sq_nonneg _))
    have := hμ i (ne_of_mem_erase hi)
    exact mul_le_mul_of_nonneg_right
      (pow_le_pow_left₀ hpos.le (by linarith) 2) (sq_nonneg _)
  have he : ∑ i ∈ univ.erase g, weight hH hn ψ i = 1 - weight hH hn ψ g := by linarith
  rw [he] at hv
  rw [sub_le_comm, le_div_iff₀ (pow_pos hpos 2)]
  linarith

end

end TempleLowerBound
```

```lean
#print axioms TempleLowerBound.temple_bound
#print axioms TempleLowerBound.temple_eq_iff
#print axioms TempleLowerBound.ground_weight_ge
```

```
'TempleLowerBound.temple_bound' depends on axioms: [propext, Classical.choice, Quot.sound]
'TempleLowerBound.temple_eq_iff' depends on axioms: [propext, Classical.choice, Quot.sound]
'TempleLowerBound.ground_weight_ge' depends on axioms: [propext, Classical.choice, Quot.sound]
```

## How the proof follows the derivation

`sum_weight`, `inner_eigenstate`, `meanEnergy_eq_sum` and `energyVariance_eq_sum` establish the eigenbasis expansions. `le_meanEnergy` is the variational principle, and `ground_lt` applies it by contradiction. `sum_quadratic` is the averaged identity: `ring` checks it term by term, then the three known sums are substituted.

In `temple_bound`, `sum_nonneg` supplies the sign and `le_div_iff₀` performs the division. `temple_eq_iff` uses `sum_eq_zero_iff_of_nonneg` to pass from a vanishing sum to vanishing terms. `ground_weight_ge` removes $g$ from the sum with `univ.erase g` and compares the remaining terms with the variance.

## The eigenvector basis

The proof turns on `eigenvectorBasis`, Mathlib's spectral theorem packaged as an orthonormal basis indexed by `Fin n`. Its coordinate map `repr` preserves norms, which gives the sums for $\|\psi\|^2$ and $s^2$. Its lemma `sum_inner_mul_inner` inserts the resolution of the identity into $\langle\psi,H\psi\rangle$. After that, the operator problem is an inequality between finite sums of real numbers.
